# Completeness relation for a propagation direction and two orthonormal transverse polarisation vectors

For a plane wave with unit propagation direction `k` and two real, unit polarisation vectors `e₁` and `e₂`, orthogonal to `k` and to each other, the theorem `completeness` states that kᵢkⱼ + e₁ᵢe₁ⱼ + e₂ᵢe₂ⱼ = δᵢⱼ. In other words, the projectors onto the three directions add up to the identity on real three-dimensional space. The proof puts the three vectors as rows into a square matrix A and shows from the orthonormality relations that AAᵀ = 1. For square matrices this gives AᵀA = 1 as well, and the entry of that equation at `i`, `j` is the claim.

The failing Lean file:

```lean
import Mathlib

open Matrix Real

namespace ComplexDipoleEmission

noncomputable section

/-- A propagation direction `k` and two polarisation vectors form an orthonormal triad. -/
structure IsTriad (k e₁ e₂ : Fin 3 → ℝ) : Prop where
  kk : k ⬝ᵥ k = 1
  aa : e₁ ⬝ᵥ e₁ = 1
  bb : e₂ ⬝ᵥ e₂ = 1
  ka : k ⬝ᵥ e₁ = 0
  kb : k ⬝ᵥ e₂ = 0
  ab : e₁ ⬝ᵥ e₂ = 0

/-- Completeness relation of an orthonormal triad. -/
theorem completeness {k e₁ e₂ : Fin 3 → ℝ} (h : IsTriad k e₁ e₂) (i j : Fin 3) :
    k i * k j + e₁ i * e₁ j + e₂ i * e₂ j = if i = j then 1 else 0 := by
  obtain ⟨h1, h2, h3, h4, h5, h6⟩ := h
  simp only [dotProduct, Fin.sum_univ_three] at h1 h2 h3 h4 h5 h6
  -- orthonormal rows of a square matrix imply orthonormal columns
  have hM : Matrix.of ![k, e₁, e₂] * (Matrix.of ![k, e₁, e₂])ᵀ = 1 := by
    ext a b
    fin_cases a <;> fin_cases b <;>
      simp [Matrix.mul_apply, Fin.sum_univ_three] <;> linarith
  have hN := congrFun (congrFun (mul_eq_one_comm.mp hM) i) j
  simpa [Matrix.mul_apply, Fin.sum_univ_three, Matrix.one_apply] using hN

end

end ComplexDipoleEmission
```

The compiler's answer:

```
Main.lean:28:22: error: Application type mismatch: The argument
  congrFun (mul_eq_one_comm.mp ?m.1700) i
has type
  (?m.1697 * ?m.1696) i = 1 i
but is expected to have type
  ?m.1687 = ?m.1688
in the application
  congrFun (congrFun (mul_eq_one_comm.mp ?m.1700) i)
```

What went wrong. The error lies in how the entry at `i`, `j` is taken from the matrix equation, not in the mathematics. `congrFun` turns an equality of functions into an equality of their values at a point, and the failing line uses it twice, first for the row `i` and then for the column `j`. The outer `congrFun` therefore needs the row equation to be an equality of functions. In the message, the factors of the product are still unknowns such as `?m.1697`, and so is the argument where `hM` belongs. Lean had thus not yet used `hM` to learn that these are 3 × 3 matrices, and it could not match the row equation with the equality of functions it expected.

The repair uses `congrArg` with the function `fun M : Matrix (Fin 3) (Fin 3) ℝ => M i j`, which takes a matrix to its entry. The matrix type is now written out, and both indices are applied inside that function, so Lean no longer has to recognise an intermediate row equation as an equality of functions.

After these edits no error is left:

```diff
@@ -26,5 +26,5 @@
     fin_cases a <;> fin_cases b <;>
       simp [Matrix.mul_apply, Fin.sum_univ_three] <;> linarith
-  have hN := congrFun (congrFun (mul_eq_one_comm.mp hM) i) j
+  have hN := congrArg (fun M : Matrix (Fin 3) (Fin 3) ℝ => M i j) (mul_eq_one_comm.mp hM)
   simpa [Matrix.mul_apply, Fin.sum_univ_three, Matrix.one_apply] using hN
 
```
